# For two spins one-half and an operator commuting with S², the up-down expectation is the mean of the singlet and Sz = 0 triplet expectations

## Two spins and one condition

An operator on two spins one-half is taken here to be a 4 × 4 complex matrix H, and the only condition placed on it is that it commutes with the square of the total spin, S². It need not be Hermitian, and it need not commute with the separate components of the total spin. Spatial orbitals do not appear: each spin stands for an electron in a fixed orbital of its own.

Physically, the condition says that H does not mix singlets with triplets. Isotropic exchange coupling satisfies it; a magnetic field that points in opposite directions at the two sites does not.

Write ud for the product state with the first spin up and the second down, and du for the reverse. The singlet and the triplet with Sz = 0 are

s = (ud − du)/√2,  t = (ud + du)/√2.

The up-down state is an equal superposition of the two, ud = (s + t)/√2. Its expectation is therefore the average of those in s and t, plus half the sum of the cross terms ⟨s|H|t⟩ and ⟨t|H|s⟩. Commutation with S² removes the cross terms, because s and t have different eigenvalues of S². Within this two-spin model, that is the relation by which broken-symmetry calculations extract a singlet-triplet gap from an up-down state.

## What is stated

Let E_S = ⟨s|H|s⟩ and E_T = ⟨t|H|t⟩. If H commutes with S², then for all complex a and b the state ψ = a ud + b du satisfies

⟨ψ|H|ψ⟩ = (|a + b|²/2) E_T + (|a − b|²/2) E_S,

and in particular

⟨ud|H|ud⟩ = (E_S + E_T)/2.

The first equation does not require ψ to be normalized. For a nonzero ψ of arbitrary length, the expectation value is obtained by dividing both sides by |a|² + |b|².

In the Lean file these are `expectation_pairState` and `upDown_expectation_eq_average`. Their objects correspond to the physics as follows.

- `Pair` labels the product basis, with 0 for up and 1 for down. Thus ud is `(0, 1)` and du is `(1, 0)`.
- `spinSq` is S² in units of ħ², built from Pauli matrices with each spin equal to half its Pauli vector.
- `pairState a b` is a ud + b du, and `upDown`, `singlet` and `triplet` are special cases. The number `r` is 1/√2.
- `braket φ H ψ` is ⟨φ|H|ψ⟩, with the complex conjugate on the first state.
- `Commute H spinSq` is the hypothesis H S² = S² H.

Both results are equations between complex numbers. If H is Hermitian, all the expectations in them are real.

The triplet in the statement is specifically the one with Sz = 0. Commutation with S² alone leaves the three triplet components free to have different expectations: σx ⊗ σx has expectation 1 in t but 0 in the up-up state. They agree when H is invariant under all spin rotations, as a spin-free electronic Hamiltonian is.

## Derivation

**S² in terms of exchange.** Let P exchange the two spins. Since each spin has square 3/4,

S² = 3/2 + (1/2) σ₁·σ₂,

where σ₁ and σ₂ are the Pauli vectors of the two spins. On up-up, the x and y products give down-down with opposite signs and cancel, while the z product gives +1; the same happens on down-down. On ud, the x and y products each give du, and the z product gives −ud. Hence

σ₁·σ₂ ud = 2 du − ud,

and likewise with ud and du interchanged. In all four cases σ₁·σ₂ = 2P − 1, so

S² = 1 + P.

This is Dirac's identity. Since P s = −s and P t = t, the eigenvalues of S² are 0 on s and 2 on t.

**Consequences of commutation.** The identity matrix commutes with everything, so H S² = S² H is equivalent to HP = PH. Write H(p, q) for the matrix element between basis states p and q, and p′ for p with its spins exchanged. Comparing entries of HP and PH gives

H(p, q′) = H(p′, q).

With p = q = ud, and then with p = ud and q = du, this becomes

H(ud, du) = H(du, ud),  H(ud, ud) = H(du, du).

Call the common off-diagonal element X and the common diagonal element D.

**The expectations.** Expanding s and t in the product basis gives

E_S = D − X,  E_T = D + X.

For ψ = a ud + b du, with a* the conjugate of a,

⟨ψ|H|ψ⟩ = (|a|² + |b|²) D + (a*b + b*a) X.

The two weights are

|a ± b|²/2 = (|a|² + |b|² ± (a*b + b*a))/2.

Their sum is the coefficient of D and their difference, triplet minus singlet, is the coefficient of X. This is the weighted formula. Setting a = 1 and b = 0 makes both weights 1/2 and gives the average.

## A numerical instance

Take H = σ₁·σ₂. From the action on ud found above, D = −1 and X = 2, so E_S = −3 and E_T = 1. Their average is −1, which is indeed the diagonal element D.

For the normalized state with a = 3/5 and b = 4/5, the triplet weight is (7/5)²/2 = 0.98 and the singlet weight is (1/5)²/2 = 0.02. The formula gives

0.98 · 1 + 0.02 · (−3) = 0.92.

The direct expansion agrees: −1 + 2 · (24/25) = 0.92.

## Where the average enters a calculation

Consider two electrons in fixed orthonormal orbitals A and B, with a spin-free Hamiltonian. The determinants with A up, B down and with A down, B up, orbital A being written first in both, play the roles of ud and du. By the Slater-Condon rules they have the same diagonal energy D, and the element between them is X = −K, where K is the exchange integral. The open-shell singlet built from these orbitals then lies at D + K and the triplet at D − K. Since K is never negative, this singlet is never below the triplet. Effects that can bring a singlet lower, such as mixing with the configurations that put both electrons in one orbital, are left out of the two-spin model.

A broken-symmetry Hartree-Fock calculation computes the energy E_BS of the up-down determinant and the energy E_HS of the high-spin one. For a spin-free Hamiltonian E_HS equals E_T, and the average rearranges to

E_S − E_T = 2 (E_BS − E_HS).

In a script this is one line, `gap = 2 * (E_BS - E_HS)`. The factor 2 relies on the orbitals being orthogonal and the same in both determinants; when they overlap or are optimized separately, it is an approximation. In density functional theory the computed energies are not expectation values of H in the determinants, so there the relation is an approximation even for orthogonal, identical orbitals. The printed ⟨S²⟩ of the up-down determinant tests the orthogonality: putting H = S² in the average gives (0 + 2)/2 = 1 for orthogonal orbitals, and overlap between the two orbitals lowers this value. It does not show whether the orbitals are the same in both determinants.

## The Lean file

```lean
import Mathlib

open Matrix
open scoped Kronecker

namespace BrokenSymmetryAverage

noncomputable section

/-- Labels of the product basis of two spins one-half; 0 is up and 1 is down. -/
abbrev Pair := Fin 2 × Fin 2

/-- The Pauli matrix along x. -/
def σx : Matrix (Fin 2) (Fin 2) ℂ := !![0, 1; 1, 0]

/-- The Pauli matrix along y. -/
def σy : Matrix (Fin 2) (Fin 2) ℂ := !![0, -Complex.I; Complex.I, 0]

/-- The Pauli matrix along z. -/
def σz : Matrix (Fin 2) (Fin 2) ℂ := !![1, 0; 0, -1]

/-- The sum of a one-spin operator over the two spins. -/
def total (A : Matrix (Fin 2) (Fin 2) ℂ) : Matrix Pair Pair ℂ :=
  A ⊗ₖ (1 : Matrix (Fin 2) (Fin 2) ℂ) + (1 : Matrix (Fin 2) (Fin 2) ℂ) ⊗ₖ A

/-- The square of the total spin, in units of ħ², with each spin equal to half its
Pauli vector. -/
def spinSq : Matrix Pair Pair ℂ :=
  (1 / 4 : ℂ) • (total σx * total σx + total σy * total σy + total σz * total σz)

/-- The operator that exchanges the two spins. -/
def exchange : Matrix Pair Pair ℂ := fun p q => if p = q.swap then 1 else 0

/-- The state with amplitude `a` on up-down and `b` on down-up. -/
def pairState (a b : ℂ) : Pair → ℂ := fun p => !![0, a; b, 0] p.1 p.2

/-- The normalization factor 1/√2. -/
def r : ℂ := (((Real.sqrt 2)⁻¹ : ℝ) : ℂ)

/-- The up-down product state. -/
def upDown : Pair → ℂ := pairState 1 0

/-- The singlet, (up-down − down-up)/√2. -/
def singlet : Pair → ℂ := pairState r (-r)

/-- The triplet with Sz = 0, (up-down + down-up)/√2. -/
def triplet : Pair → ℂ := pairState r r

/-- The matrix element ⟨φ|H|ψ⟩. -/
def braket (φ : Pair → ℂ) (H : Matrix Pair Pair ℂ) (ψ : Pair → ℂ) : ℂ :=
  star φ ⬝ᵥ H *ᵥ ψ

/-- Dirac's identity for two spins one-half: S² is the identity plus the exchange of
the spins. -/
theorem spinSq_eq : spinSq = 1 + exchange := by
  ext ⟨i, j⟩ ⟨k, l⟩
  fin_cases i <;> fin_cases j <;> fin_cases k <;> fin_cases l <;>
    norm_num [spinSq, total, σx, σy, σz, exchange, Matrix.mul_apply,
      Fintype.sum_prod_type, Fin.sum_univ_two, Matrix.one_apply,
      Matrix.kroneckerMap_apply]

/-- The factor 1/√2 has squared modulus 1/2. -/
theorem star_r_mul_r : star r * r = 1 / 2 := by
  have hs : star r = r := Complex.conj_ofReal _
  have hr : (Real.sqrt 2)⁻¹ * (Real.sqrt 2)⁻¹ = (1 / 2 : ℝ) := by
    rw [← mul_inv, Real.mul_self_sqrt (by norm_num)]
    norm_num
  rw [hs, r, ← Complex.ofReal_mul, hr]
  norm_num

/-- A matrix element between two states in the span of up-down and down-up, written
out in the product basis. -/
theorem braket_pairState (H : Matrix Pair Pair ℂ) (a b c d : ℂ) :
    braket (pairState a b) H (pairState c d) =
      star a * (H (0, 1) (0, 1) * c + H (0, 1) (1, 0) * d) +
      star b * (H (1, 0) (0, 1) * c + H (1, 0) (1, 0) * d) := by
  simp [braket, pairState, dotProduct, Matrix.mulVec, Fintype.sum_prod_type,
    Fin.sum_univ_two]

/-- The singlet and triplet expectations of any operator in terms of its matrix
elements in the product basis. -/
theorem singlet_triplet_expectation (H : Matrix Pair Pair ℂ) :
    braket singlet H singlet = (H (0, 1) (0, 1) - H (0, 1) (1, 0)
      - H (1, 0) (0, 1) + H (1, 0) (1, 0)) / 2 ∧
    braket triplet H triplet = (H (0, 1) (0, 1) + H (0, 1) (1, 0)
      + H (1, 0) (0, 1) + H (1, 0) (1, 0)) / 2 := by
  constructor
  · rw [singlet, braket_pairState, star_neg]
    linear_combination (H (0, 1) (0, 1) - H (0, 1) (1, 0)
      - H (1, 0) (0, 1) + H (1, 0) (1, 0)) * star_r_mul_r
  · rw [triplet, braket_pairState]
    linear_combination (H (0, 1) (0, 1) + H (0, 1) (1, 0)
      + H (1, 0) (0, 1) + H (1, 0) (1, 0)) * star_r_mul_r

/-- The singlet and the triplet are normalized eigenvectors of S² with eigenvalues
0 and 2. -/
theorem singlet_triplet_spin :
    (star singlet ⬝ᵥ singlet = 1 ∧ spinSq *ᵥ singlet = 0) ∧
    (star triplet ⬝ᵥ triplet = 1 ∧ spinSq *ᵥ triplet = (2 : ℂ) • triplet) := by
  obtain ⟨hs, ht⟩ := singlet_triplet_expectation 1
  rw [braket, Matrix.one_mulVec] at hs ht
  refine ⟨⟨?_, ?_⟩, ⟨?_, ?_⟩⟩
  · rw [hs]
    norm_num [Matrix.one_apply]
  · rw [spinSq_eq, Matrix.add_mulVec, Matrix.one_mulVec]
    ext ⟨i, j⟩
    fin_cases i <;> fin_cases j <;>
      simp [singlet, pairState, exchange, Matrix.mulVec, dotProduct,
        Fintype.sum_prod_type, Fin.sum_univ_two]
  · rw [ht]
    norm_num [Matrix.one_apply]
  · rw [spinSq_eq, Matrix.add_mulVec, Matrix.one_mulVec]
    ext ⟨i, j⟩
    fin_cases i <;> fin_cases j <;>
      simp [triplet, pairState, exchange, Matrix.mulVec, dotProduct,
        Fintype.sum_prod_type, Fin.sum_univ_two] <;> ring

/-- An operator that commutes with S² has equal off-diagonal elements and equal
diagonal elements between up-down and down-up. -/
theorem elements_of_commute {H : Matrix Pair Pair ℂ} (hH : Commute H spinSq) :
    H (0, 1) (1, 0) = H (1, 0) (0, 1) ∧ H (0, 1) (0, 1) = H (1, 0) (1, 0) := by
  -- commuting with S² is the same as commuting with the exchange of the spins
  have hP : H * exchange = exchange * H := by
    have h := hH.eq
    rw [spinSq_eq, mul_add, add_mul, mul_one, one_mul] at h
    exact add_left_cancel h
  have h1 := congrFun (congrFun hP (0, 1)) (0, 1)
  have h2 := congrFun (congrFun hP (0, 1)) (1, 0)
  simp [exchange, Matrix.mul_apply, Fintype.sum_prod_type, Fin.sum_univ_two] at h1 h2
  exact ⟨h1, h2⟩

/-- If H commutes with S² and ψ = a|up-down⟩ + b|down-up⟩, normalized or not, then ⟨ψ|H|ψ⟩ is the
sum of the expectations of H in the triplet with Sz = 0 and in the singlet, with weights |a + b|²/2
and |a − b|²/2. -/
theorem expectation_pairState {H : Matrix Pair Pair ℂ} (hH : Commute H spinSq)
    (a b : ℂ) :
    braket (pairState a b) H (pairState a b) =
      (‖a + b‖ : ℂ) ^ 2 / 2 * braket triplet H triplet +
      (‖a - b‖ : ℂ) ^ 2 / 2 * braket singlet H singlet := by
  obtain ⟨h1, h2⟩ := elements_of_commute hH
  obtain ⟨hs, ht⟩ := singlet_triplet_expectation H
  have key : ∀ z : ℂ, (‖z‖ : ℂ) ^ 2 = star z * z := fun z => (Complex.conj_mul' z).symm
  rw [hs, ht, key, key, star_add, star_sub, braket_pairState]
  linear_combination (star a * a - star b * b) / 2 * h2 +
    (star a * b - star b * a) / 2 * h1

/-- If H commutes with S², its expectation in the up-down product state is the average
of its expectations in the singlet and in the triplet with Sz = 0. -/
theorem upDown_expectation_eq_average {H : Matrix Pair Pair ℂ}
    (hH : Commute H spinSq) :
    braket upDown H upDown =
      (braket singlet H singlet + braket triplet H triplet) / 2 := by
  rw [upDown, expectation_pairState hH]
  simp only [add_zero, sub_zero, norm_one, Complex.ofReal_one]
  ring

/-- A staggered field along z is Hermitian and has expectation 2 in the up-down state,
but 0 in both the singlet and the triplet with Sz = 0. -/
theorem staggered_field_breaks_average :
    let H : Matrix Pair Pair ℂ := σz ⊗ₖ (1 : Matrix (Fin 2) (Fin 2) ℂ)
      - (1 : Matrix (Fin 2) (Fin 2) ℂ) ⊗ₖ σz
    H.IsHermitian ∧ braket upDown H upDown = 2 ∧
      braket singlet H singlet = 0 ∧ braket triplet H triplet = 0 := by
  intro H
  refine ⟨?_, ?_, ?_, ?_⟩
  · ext ⟨i, j⟩ ⟨k, l⟩
    fin_cases i <;> fin_cases j <;> fin_cases k <;> fin_cases l <;>
      simp [H, σz, Matrix.conjTranspose_apply, Matrix.kroneckerMap_apply]
  · rw [upDown, braket_pairState]
    norm_num [H, σz, Matrix.kroneckerMap_apply, Matrix.one_apply]
  · rw [(singlet_triplet_expectation H).1]
    norm_num [H, σz, Matrix.kroneckerMap_apply, Matrix.one_apply]
  · rw [(singlet_triplet_expectation H).2]
    norm_num [H, σz, Matrix.kroneckerMap_apply, Matrix.one_apply]

/-- The coupling σx ⊗ σx commutes with S² and has expectation −1 in the singlet and 1 in
the triplet with Sz = 0. -/
theorem commute_spinSq_witness :
    Commute (σx ⊗ₖ σx) spinSq ∧ braket singlet (σx ⊗ₖ σx) singlet = -1 ∧
      braket triplet (σx ⊗ₖ σx) triplet = 1 := by
  refine ⟨?_, ?_, ?_⟩
  · rw [spinSq_eq]
    refine (Commute.one_right _).add_right ?_
    change (σx ⊗ₖ σx) * exchange = exchange * (σx ⊗ₖ σx)
    ext ⟨i, j⟩ ⟨k, l⟩
    fin_cases i <;> fin_cases j <;> fin_cases k <;> fin_cases l <;>
      simp [σx, exchange, Matrix.mul_apply, Fintype.sum_prod_type, Fin.sum_univ_two,
        Matrix.kroneckerMap_apply]
  · rw [(singlet_triplet_expectation _).1]
    norm_num [σx, Matrix.kroneckerMap_apply]
  · rw [(singlet_triplet_expectation _).2]
    norm_num [σx, Matrix.kroneckerMap_apply]

end

end BrokenSymmetryAverage
```

```lean
#print axioms BrokenSymmetryAverage.singlet_triplet_expectation
-- 'BrokenSymmetryAverage.singlet_triplet_expectation' depends on axioms: [propext, Classical.choice, Quot.sound]
#print axioms BrokenSymmetryAverage.singlet_triplet_spin
-- 'BrokenSymmetryAverage.singlet_triplet_spin' depends on axioms: [propext, Classical.choice, Quot.sound]
#print axioms BrokenSymmetryAverage.upDown_expectation_eq_average
-- 'BrokenSymmetryAverage.upDown_expectation_eq_average' depends on axioms: [propext, Classical.choice, Quot.sound]
#print axioms BrokenSymmetryAverage.staggered_field_breaks_average
-- 'BrokenSymmetryAverage.staggered_field_breaks_average' depends on axioms: [propext, Classical.choice, Quot.sound]
```

## From the matrix entries to the average

`spinSq_eq` proves Dirac's identity by comparing all sixteen matrix entries. The `fin_cases` steps run through the spin labels, and `norm_num` evaluates the Pauli products that were grouped by basis state in the derivation.

`braket_pairState` expands a matrix element between two Sz = 0 states into the four relevant entries of H. `singlet_triplet_expectation` specializes it to s and t. At that stage H is arbitrary, so the two diagonal elements are still distinct, as are the two off-diagonal ones. The factor 1/2 comes from `star_r_mul_r`, which `linear_combination` multiplies by the appropriate signed sum of entries.

`singlet_triplet_spin` confirms that the two vectors deserve their names: they are normalized and have S² eigenvalues 0 and 2. The normalization is read off from the previous lemma with the identity matrix in place of H, and the eigenvalue equations use S² = 1 + P. The proof of the average does not call on this theorem.

`elements_of_commute` is where the hypothesis does its work. It substitutes Dirac's identity into the commutation relation and cancels H from both sides, leaving HP = PH. The two lines with `congrFun` select the entries that give equal off-diagonal and equal diagonal elements.

In `expectation_pairState`, the auxiliary statement `key` rewrites each squared modulus as a number times its conjugate. The derivation above inserted D and X at once; the Lean proof keeps all four entries and accounts for the difference between the two sides, which is

(|a|² − |b|²)/2 · (H(ud, ud) − H(du, du)) + (a*b − b*a)/2 · (H(ud, du) − H(du, ud)).

Both brackets vanish by `elements_of_commute`, and their prefactors are the coefficients passed to `linear_combination`. `upDown_expectation_eq_average` then sets a = 1 and b = 0 and simplifies.

The last two theorems test the hypothesis from either side. `staggered_field_breaks_average` takes the opposite fields σz ⊗ 1 − 1 ⊗ σz. This operator is Hermitian, but it turns s into 2t and t into 2s, so its expectation is 0 in each of them and 2 in ud. Hermiticity by itself therefore does not give the average. `commute_spinSq_witness` shows that σx ⊗ σx does commute with S² and has expectations −1 in s and 1 in t, so the condition does not force the two averaged values to coincide.
